# The retarded dipole–dipole kernel at imaginary frequency and the trace of its square

## Two atoms and a delayed field

Two neutral atoms attract because a fluctuating dipole on one induces a dipole on the other, whose field acts back on the first. When the light travel time between them is no longer short compared with the periods of these fluctuations, the static dipole field has to be replaced by the retarded one.

At imaginary frequency $i\xi$ the retarded field decays instead of oscillating. Let $p\in\mathbb R^3$ be the nonzero separation vector, $r=|p|$, $k=\xi/c$ with $c$ the speed of light, and

$$f=\frac{\exp(-kr)}{r},\qquad G=\operatorname{Hess}f-k^2f\,\mathbf 1 .$$

In Gaussian units, $G$ applied to a point dipole gives its electric field at $p$. For two isotropic, point-polarizable atoms in their ground states at zero temperature, with polarizabilities $\alpha_A,\alpha_B$, the dispersion energy at second order in $G$ is

$$E=-\frac{\hbar}{2\pi}\int_0^\infty \alpha_A(i\xi)\,\alpha_B(i\xi)\,\operatorname{tr}(G^2)\,d\xi .$$

All the dependence on distance sits in $\operatorname{tr}(G^2)$. This energy formula is physical background; the theorems concern $G$ and its trace.

## The closed forms and their Lean reading

Write $x=kr$ and $e=p/r$. For every real $k$ and every $p\neq0$,

$$G=\frac{\exp(-x)}{r^3}\Bigl(2(1+x)\,ee^{\mathsf T}-(1+x+x^2)(\mathbf 1-ee^{\mathsf T})\Bigr),$$

$$\operatorname{tr}(G^2)=\frac{2\exp(-2x)}{r^6}\,(3+6x+5x^2+2x^3+x^4).$$

These are `kernel_eq` and `trace_kernel_sq`. The physical case is $k\ge0$, but the identities need no sign condition.

A point is a function `Fin 3 → ℝ`, and `radius` is the Euclidean length, defined through the dot product. The function $f$ is `yukawa`, the vector $e$ is `axis`, and the matrix $ee^{\mathsf T}$ is `axial`. The hypothesis `hp : p ≠ 0` keeps the atoms apart.

The entry $(i,j)$ of `hessian` differentiates first along axis $j$, then along axis $i$. The definition of `kernel` uses this Hessian, so the closed form is a result and not a definition. Lean's `deriv` returns zero where no derivative exists, so the file proves existence through `HasDerivAt` before using any value.

The model has point dipoles in vacuum. Maxwell's equations, the polarizabilities and the frequency integral do not appear in the file.

## Differentiating twice

From $r^2=p\cdot p$ we get $\partial_i r=p_i/r$. Hence

$$\partial_j f=\left(-\frac{k}{r}-\frac1{r^2}\right)\exp(-kr)\,\frac{p_j}{r}=\psi(r)\,p_j,\qquad \psi(r)=-\frac{(1+kr)\exp(-kr)}{r^3}.$$

The derivative of $-(1+kr)\exp(-kr)$ is $k^2r\exp(-kr)$, so

$$\psi'(r)=\frac{k^2r\exp(-kr)}{r^3}+\frac{3(1+kr)\exp(-kr)}{r^4}=\frac{(3+3x+x^2)\exp(-x)}{r^4}.$$

The product rule, with $\partial_ip_j=\delta_{ij}$, gives

$$\partial_i\partial_jf=\psi'(r)\frac{p_ip_j}{r}+\psi(r)\delta_{ij}
=\frac{\exp(-x)}{r^3}\Bigl((3+3x+x^2)e_ie_j-(1+x)\delta_{ij}\Bigr).$$

Since $k^2f=x^2\exp(-x)/r^3$, subtracting $k^2f\,\delta_{ij}$ changes the coefficient of $\delta_{ij}$ to $-(1+x+x^2)$. Along $e$ the total coefficient is then

$$(3+3x+x^2)-(1+x+x^2)=2(1+x),$$

and across $e$ it is $-(1+x+x^2)$. This is the stated form of $G$.

## Squaring and taking the trace

Because $e$ is a unit vector, $ee^{\mathsf T}$ is a projector of trace one, and $\mathbf 1-ee^{\mathsf T}$ is the complementary projector of trace two. Their products vanish, so the two parts square separately:

$$\operatorname{tr}(G^2)=\frac{\exp(-2x)}{r^6}\Bigl(4(1+x)^2+2(1+x+x^2)^2\Bigr).$$

Expanding the bracket gives $6+12x+10x^2+4x^3+2x^4$, which is twice the stated polynomial.

Two further results follow. The trace of $G$ is $-2k^2f$; adding back $3k^2f$ gives $\Delta f=k^2f$ away from the origin (`laplacian_yukawa`). At $k=0$ the kernel becomes the static dipole tensor $(3ee^{\mathsf T}-\mathbf 1)/r^3$ (`kernel_static`).

## In a frequency quadrature

A program evaluates the energy integral on a grid of imaginary frequencies. At each node it sets $x=\xi r/c$, multiplies the two polarizabilities by the closed form for $\operatorname{tr}(G^2)$, and adds the result with the quadrature weight. No matrix is needed for isotropic atoms. For anisotropic ones the integrand contains $\operatorname{tr}(\alpha_AG\alpha_BG)$, and the code builds $G$ from its longitudinal and transverse coefficients. Setting $x=0$ in the scalar routine should return $6/r^6$, the unretarded factor.

## The Lean file

```lean
import Mathlib

open Matrix Topology

namespace RetardedDipoleKernel

noncomputable section

/-- The distance `r = |p|` of the point `p` from the origin. -/
def radius (p : Fin 3 → ℝ) : ℝ := √(p ⬝ᵥ p)

/-- The screened Coulomb function `f = exp(-k r)/r`, meant for `p ≠ 0`. -/
def yukawa (k : ℝ) (p : Fin 3 → ℝ) : ℝ := Real.exp (-(k * radius p)) / radius p

/-- The partial derivative of `F` at `p` along the coordinate axis `i`. -/
def partialDeriv (i : Fin 3) (F : (Fin 3 → ℝ) → ℝ) (p : Fin 3 → ℝ) : ℝ :=
  deriv (fun t : ℝ => F (p + t • Pi.single i (1 : ℝ))) 0

/-- The matrix of second partial derivatives of `F` at `p`. -/
def hessian (F : (Fin 3 → ℝ) → ℝ) (p : Fin 3 → ℝ) : Matrix (Fin 3) (Fin 3) ℝ :=
  Matrix.of fun i j => partialDeriv i (partialDeriv j F) p

/-- The retarded dipole-dipole kernel `G = Hess f - k² f 1` at imaginary frequency,
meant for `p ≠ 0`. -/
def kernel (k : ℝ) (p : Fin 3 → ℝ) : Matrix (Fin 3) (Fin 3) ℝ :=
  hessian (yukawa k) p - (k ^ 2 * yukawa k p) • (1 : Matrix (Fin 3) (Fin 3) ℝ)

/-- The unit vector `e = p/r` along the interatomic axis, meant for `p ≠ 0`. -/
def axis (p : Fin 3 → ℝ) : Fin 3 → ℝ := (radius p)⁻¹ • p

/-- The matrix `e eᵀ` built from the interatomic axis, meant for `p ≠ 0`. -/
def axial (p : Fin 3 → ℝ) : Matrix (Fin 3) (Fin 3) ℝ := vecMulVec (axis p) (axis p)

/-- Away from the origin the distance is positive and its square is `p · p`. -/
theorem radius_pos_and_sq {p : Fin 3 → ℝ} (hp : p ≠ 0) :
    0 < radius p ∧ radius p ^ 2 = p ⬝ᵥ p := by
  have h0 : 0 ≤ p ⬝ᵥ p := Finset.sum_nonneg fun i _ => mul_self_nonneg (p i)
  have h1 : p ⬝ᵥ p ≠ 0 := fun h => hp (dotProduct_self_eq_zero.1 h)
  exact ⟨Real.sqrt_pos.2 (lt_of_le_of_ne h0 h1.symm), Real.sq_sqrt h0⟩

/-- Chain rule for a radial function: away from the origin, if `φ` is differentiable at `r = |p|`
with derivative `φ'(r)`, then the derivative at `p` of `φ` of the distance along axis `i` is
`φ'(r) pᵢ/r`. -/
theorem hasDerivAt_radial {p : Fin 3 → ℝ} (hp : p ≠ 0) (i : Fin 3) {φ : ℝ → ℝ} {φ' : ℝ}
    (hφ : HasDerivAt φ φ' (radius p)) :
    HasDerivAt (fun t : ℝ => φ (radius (p + t • Pi.single i (1 : ℝ))))
      (φ' * (p i / radius p)) 0 := by
  have hne : p ⬝ᵥ p ≠ 0 := fun h => hp (dotProduct_self_eq_zero.1 h)
  -- the squared distance is a quadratic polynomial along the axis
  have hq : ∀ t : ℝ, (p + t • Pi.single i (1 : ℝ)) ⬝ᵥ (p + t • Pi.single i (1 : ℝ))
      = p ⬝ᵥ p + 2 * p i * t + t ^ 2 := by
    intro t
    fin_cases i <;> simp [dotProduct, Fin.sum_univ_three, Pi.single_apply] <;> ring
  have e0 : p ⬝ᵥ p + 2 * p i * 0 + (0 : ℝ) ^ 2 = p ⬝ᵥ p := by ring
  have h : HasDerivAt (fun t : ℝ => p ⬝ᵥ p + 2 * p i * t + t ^ 2) (2 * p i) 0 :=
    ((((hasDerivAt_id' (0 : ℝ)).const_mul (2 * p i)).const_add (p ⬝ᵥ p)).fun_add
      ((hasDerivAt_id' (0 : ℝ)).fun_pow 2)).congr_deriv (by simp)
  have hr : HasDerivAt (fun t : ℝ => radius (p + t • Pi.single i (1 : ℝ)))
      (p i / radius p) 0 := by
    have hf : (fun t : ℝ => radius (p + t • Pi.single i (1 : ℝ)))
        = fun t : ℝ => √(p ⬝ᵥ p + 2 * p i * t + t ^ 2) :=
      funext fun t => by rw [radius, hq]
    rw [hf]
    refine (h.sqrt (by simpa only [e0] using hne)).congr_deriv ?_
    simp only [e0]
    exact mul_div_mul_left _ _ two_ne_zero
  have hc := HasDerivAt.comp (h₂ := φ) (h₂' := φ') (0 : ℝ) (by simpa using hφ) hr
  exact hc

/-- Away from the origin the gradient of `exp(-k r)/r` exists along each axis and is
`-(1 + k r) exp(-k r)/r³` times the position vector. -/
theorem hasDerivAt_yukawa (k : ℝ) {p : Fin 3 → ℝ} (hp : p ≠ 0) (i : Fin 3) :
    HasDerivAt (fun t : ℝ => yukawa k (p + t • Pi.single i (1 : ℝ)))
      (-(1 + k * radius p) * Real.exp (-(k * radius p)) / radius p ^ 3 * p i) 0 := by
  have hr : radius p ≠ 0 := (radius_pos_and_sq hp).1.ne'
  have he := ((hasDerivAt_id' (radius p)).const_mul k).fun_neg.exp
  refine (hasDerivAt_radial hp i (he.fun_div (hasDerivAt_id' (radius p)) hr)).congr_deriv ?_
  field_simp
  ring

/-- Away from the origin the second partial derivatives of `exp(-k r)/r` exist and are
`exp(-x) ((3 + 3x + x²) pᵢ pⱼ/r⁵ - (1 + x) δᵢⱼ/r³)` with `x = k r`. -/
theorem hasDerivAt_partialDeriv_yukawa (k : ℝ) {p : Fin 3 → ℝ} (hp : p ≠ 0) (i j : Fin 3) :
    HasDerivAt (fun t : ℝ => partialDeriv j (yukawa k) (p + t • Pi.single i (1 : ℝ)))
      (Real.exp (-(k * radius p)) *
        ((3 + 3 * (k * radius p) + (k * radius p) ^ 2) * (p i * p j) / radius p ^ 5
          - (1 + k * radius p) * (1 : Matrix (Fin 3) (Fin 3) ℝ) i j / radius p ^ 3)) 0 := by
  have hr : radius p ≠ 0 := (radius_pos_and_sq hp).1.ne'
  have he := ((hasDerivAt_id' (radius p)).const_mul k).fun_neg.exp
  -- derivative of the radial factor of the gradient
  have hψ : HasDerivAt (fun s : ℝ => -(1 + k * s) * Real.exp (-(k * s)) / s ^ 3)
      (Real.exp (-(k * radius p)) * (3 + 3 * (k * radius p) + (k * radius p) ^ 2)
        / radius p ^ 4) (radius p) := by
    refine (((((hasDerivAt_id' (radius p)).const_mul k).const_add 1).fun_neg.fun_mul
      he).fun_div ((hasDerivAt_id' (radius p)).fun_pow 3) (pow_ne_zero 3 hr)).congr_deriv ?_
    simp only [Nat.cast_ofNat, Nat.reduceSub]
    field_simp
    ring
  have hδ : (Pi.single i (1 : ℝ) : Fin 3 → ℝ) j = (1 : Matrix (Fin 3) (Fin 3) ℝ) i j := by
    rcases eq_or_ne i j with rfl | h
    · simp
    · rw [Matrix.one_apply_ne h, Pi.single_eq_of_ne h.symm]
  have hl : HasDerivAt (fun t : ℝ => (p + t • (Pi.single i (1 : ℝ) : Fin 3 → ℝ)) j)
      ((1 : Matrix (Fin 3) (Fin 3) ℝ) i j) 0 := by
    rw [← hδ]
    exact (((hasDerivAt_id' (0 : ℝ)).mul_const
      ((Pi.single i (1 : ℝ) : Fin 3 → ℝ) j)).const_add (p j)).congr_deriv (one_mul _)
  -- the gradient formula holds at all nearby points of the line
  have hc : Continuous fun t : ℝ => p + t • (Pi.single i (1 : ℝ) : Fin 3 → ℝ) := by
    fun_prop
  have hev : ∀ᶠ t in 𝓝 (0 : ℝ), p + t • (Pi.single i (1 : ℝ) : Fin 3 → ℝ) ≠ 0 :=
    hc.continuousAt.eventually_ne (by simpa using hp)
  refine (((hasDerivAt_radial hp i hψ).fun_mul hl).congr_of_eventuallyEq
    (hev.mono fun t ht => (hasDerivAt_yukawa k ht j).deriv)).congr_deriv ?_
  simp only [zero_smul, add_zero]
  field_simp
  ring

/-- Away from the origin `e eᵀ` is a projector of trace one. -/
theorem axial_projector {p : Fin 3 → ℝ} (hp : p ≠ 0) :
    axial p * axial p = axial p ∧ (axial p).trace = 1 := by
  obtain ⟨hr, hsq⟩ := radius_pos_and_sq hp
  have hu : axis p ⬝ᵥ axis p = 1 := by
    simp only [axis, smul_dotProduct, dotProduct_smul, smul_eq_mul, ← hsq]
    field_simp
  simp only [dotProduct, Fin.sum_univ_three] at hu
  constructor
  · ext i j
    simp only [axial, Matrix.mul_apply, vecMulVec_apply, Fin.sum_univ_three]
    linear_combination (axis p i * axis p j) * hu
  · simp only [axial, Matrix.trace, Matrix.diag_apply, vecMulVec_apply, Fin.sum_univ_three]
    exact hu

/-- Away from the origin, with `x = k r`, the retarded kernel is
`G = exp(-x) (2(1 + x) e eᵀ - (1 + x + x²)(1 - e eᵀ))/r³`. -/
theorem kernel_eq (k : ℝ) {p : Fin 3 → ℝ} (hp : p ≠ 0) :
    kernel k p = (Real.exp (-(k * radius p)) / radius p ^ 3) •
      ((2 * (1 + k * radius p)) • axial p
        - (1 + k * radius p + (k * radius p) ^ 2) • (1 - axial p)) := by
  have hr : radius p ≠ 0 := (radius_pos_and_sq hp).1.ne'
  ext i j
  have hH : hessian (yukawa k) p i j = _ := (hasDerivAt_partialDeriv_yukawa k hp i j).deriv
  simp only [kernel, Matrix.sub_apply, Matrix.smul_apply, smul_eq_mul, hH, yukawa, axial,
    vecMulVec_apply, axis, Pi.smul_apply]
  field_simp
  ring

/-- Away from the origin, with `x = k r`, the retarded two-atom kernel is
`tr G² = 2 exp(-2x)(3 + 6x + 5x² + 2x³ + x⁴)/r⁶`. -/
theorem trace_kernel_sq (k : ℝ) {p : Fin 3 → ℝ} (hp : p ≠ 0) :
    (kernel k p * kernel k p).trace = 2 * Real.exp (-2 * (k * radius p)) *
      (3 + 6 * (k * radius p) + 5 * (k * radius p) ^ 2 + 2 * (k * radius p) ^ 3
        + (k * radius p) ^ 4) / radius p ^ 6 := by
  obtain ⟨hL, hT⟩ := axial_projector hp
  -- the axial and transverse parts square separately
  have hsq : ∀ c a b : ℝ, (c • (a • axial p - b • (1 - axial p))) *
      (c • (a • axial p - b • (1 - axial p)))
      = (c ^ 2) • ((a ^ 2) • axial p + (b ^ 2) • (1 - axial p)) := by
    intro c a b
    simp only [sub_mul, mul_sub, smul_mul_assoc, mul_smul_comm, hL, one_mul, mul_one]
    module
  have hexp : Real.exp (-2 * (k * radius p)) = Real.exp (-(k * radius p)) ^ 2 := by
    rw [sq, ← Real.exp_add]
    congr 1
    ring
  rw [kernel_eq k hp, hsq, hexp]
  simp only [Matrix.trace_smul, Matrix.trace_add, Matrix.trace_sub, Matrix.trace_one, hT,
    Fintype.card_fin, Nat.cast_ofNat, smul_eq_mul]
  ring

/-- Away from the origin `f = exp(-k r)/r` obeys the screened Helmholtz equation
`Δf = k² f`, the Laplacian being the trace of the Hessian. -/
theorem laplacian_yukawa (k : ℝ) {p : Fin 3 → ℝ} (hp : p ≠ 0) :
    (hessian (yukawa k) p).trace = k ^ 2 * yukawa k p := by
  have hr : radius p ≠ 0 := (radius_pos_and_sq hp).1.ne'
  have h : hessian (yukawa k) p
      = kernel k p + (k ^ 2 * yukawa k p) • (1 : Matrix (Fin 3) (Fin 3) ℝ) :=
    (sub_add_cancel _ _).symm
  rw [h, kernel_eq k hp]
  simp only [Matrix.trace_smul, Matrix.trace_add, Matrix.trace_sub, Matrix.trace_one,
    (axial_projector hp).2, Fintype.card_fin, Nat.cast_ofNat, smul_eq_mul, yukawa]
  field_simp
  ring

/-- At `k = 0` and away from the origin the kernel is the static dipole tensor
`(3 e eᵀ - 1)/r³`. -/
theorem kernel_static {p : Fin 3 → ℝ} (hp : p ≠ 0) :
    kernel 0 p = (1 / radius p ^ 3) • ((3 : ℝ) • axial p - 1) := by
  rw [kernel_eq 0 hp]
  simp only [zero_mul, neg_zero, Real.exp_zero]
  module

end

end RetardedDipoleKernel
```

```lean
#print axioms RetardedDipoleKernel.trace_kernel_sq
#print axioms RetardedDipoleKernel.laplacian_yukawa
#print axioms RetardedDipoleKernel.kernel_static
```

```
'RetardedDipoleKernel.trace_kernel_sq' depends on axioms: [propext, Classical.choice, Quot.sound]
'RetardedDipoleKernel.laplacian_yukawa' depends on axioms: [propext, Classical.choice, Quot.sound]
'RetardedDipoleKernel.kernel_static' depends on axioms: [propext, Classical.choice, Quot.sound]
```

## From coordinate lines to the trace

`radius_pos_and_sq` supplies $r>0$ and $r^2=p\cdot p$. In `hasDerivAt_radial`, the squared distance along axis $i$ is the polynomial $p\cdot p+2p_it+t^2$. Differentiating its square root at $t=0$ gives $p_i/r$, and the chain rule extends this to any radial function differentiable at $r$.

`hasDerivAt_yukawa` applies that lemma to $f$ and obtains the gradient. For the second derivative, `hasDerivAt_partialDeriv_yukawa` differentiates the radial factor $\psi$ in `hψ` and the coordinate $p_j$ in `hl`, then combines them by the product rule. The gradient formula must hold on a neighbourhood, not only at $p$. The step `hev` provides this: by continuity, nearby points of the line also avoid the origin.

`kernel_eq` compares matrix entries. It inserts the second derivatives, and `field_simp` and `ring` do the collection of terms carried out above.

`axial_projector` proves $(ee^{\mathsf T})^2=ee^{\mathsf T}$ and trace one from $e\cdot e=1$. In `trace_kernel_sq`, the step `hsq` uses the projector identity to remove the cross terms, `hexp` identifies $\exp(-2x)$ with $\exp(-x)^2$, and `ring` expands the polynomial. The Laplacian and static results are both read off from `kernel_eq`, without further differentiation.
